# The exact stability range of noise-free damped population control

In a noise-free model of damped population control with damping $z$ and restoring strength $c$, both real, the walker population tends to its target and the energy shift settles, from every real start, if and only if

$$z>0,\qquad c>0,\qquad 2z+c<4.$$

## Walkers, shift and target

Projector Monte Carlo methods for electronic structure represent a state by a population of walkers. An energy shift $S$ regulates the size $N$ of this population. If the shift is too high, the population grows; if it is too low, the population dies out. The feedback that adjusts $S$ can itself overshoot.

Let $T$ be the imaginary time between shift updates, in units with $\hbar=1$, and $E$ the energy that governs growth. Between updates $n$ and $n+1$,

$$\ln N_{n+1}-\ln N_n=T(S_n-E).$$

The shift is then corrected for the latest growth and for the distance from the target $N_{\rm t}$:

$$S_{n+1}=S_n-\frac zT\ln\frac{N_{n+1}}{N_n}-\frac cT\ln\frac{N_{n+1}}{N_{\rm t}}.$$

With $x_n=\ln(N_n/N_{\rm t})$ and $s_n=T(S_n-E)$ this becomes

$$x_{n+1}=x_n+s_n,\qquad s_{n+1}=(1-z)s_n-c\,x_{n+1}.$$

The model makes two simplifications. The energy $E$ is constant: the walker distribution has already relaxed, and there is no sampling noise. Growth between updates is also exactly exponential, whereas a simulation that applies the linear projector $1-\tau(H-S)$, with Hamiltonian $H$ and time step $\tau$, follows this law only for small $\tau(S-E)$. The theorem is about the model. It doesn't say how strongly sampling noise is passed on to the shift, so values of $z$ and $c$ inside the stable range need not suit a real simulation.

## What the theorem says

In Lean, a state is a pair `p : ℝ × ℝ`, with `p.1` for $x$ and `p.2` for $s$, and `step z c` is one shift update. `IsStable z c` says that the iterates `(step z c)^[n] p` tend to $(0,0)$ for every `p`. Bounded oscillation therefore does not count as stable. The theorem `isStable_iff` is the equivalence stated at the start, with no prior restriction on the real numbers $z$ and $c$. It gives no rate of convergence.

The Lean function `energy` is a quadratic measure of the deviation from target, not a physical energy. It is written $V$ below.

## Why the three bounds suffice

Put $a=2-z-c$, $k=4-2z-c$ and

$$V=c(2x+s)^2+ks^2,\qquad w=cx-as.$$

Primes denote values after one update. The recursion gives $s'=-s-w$ and $2x'+s'=2x+s-w$, so

$$V-V'=w\,[\,2c(2x+s)-2ks-(c+k)w\,].$$

Here $2c(2x+s)-2ks=4cx-4as=4w$ and $c+k=4-2z$. Hence

$$V-V'=2z\,w^2.$$

Under the three bounds, $V\ge0$ and $V$ never increases, so it converges. Its successive differences tend to zero, and since $z>0$, so does $w_n$.

Two successive values of $w$ determine the state. From $w'=cx'-as'=cx+(2-z)s+aw$, subtracting $w=cx-as$ gives

$$s=\frac{w'-(1+a)w}{k},\qquad x=\frac{w+as}{c}.$$

Since $k$ and $c$ are positive, $s_n$ and $x_n$ tend to zero.

## Why each bound is necessary

**Damping.** The update is linear with determinant $(1-z-c)+c=1-z$. The signed area spanned by the trajectories from $(1,0)$ and $(0,1)$ is therefore $(1-z)^n$. Stability would send it to zero, but for $z\le0$ it is at least 1.

**Restoring strength.** If $r$ is a real root of

$$r^2-(2-z-c)r+(1-z)=0,$$

the start $(1,r-1)$ is multiplied by $r$ in every update, so stability requires $|r|<1$. The discriminant is $D=(z+c)^2-4c$. If $c\le0$, then $\sqrt D\ge z+c$, and the larger root is at least 1.

**Overcorrection.** We have $D-(4-z-c)^2=4(2z+c-4)$. If $2z+c\ge4$, then $\sqrt D\ge4-z-c$, and the smaller root is at most $-1$.

## Two special settings and a common choice

For $z=c=1$ the update is $x'=x+s$, $s'=-(x+s)$. A second update gives $(0,0)$, so every start reaches the target in at most two updates.

For $z=1$, $c=0$ the start $(1,0)$ never moves: the shift is correct, but the population stays at $e$ times its target. The condition $c>0$ therefore can't be relaxed to $c\ge0$.

The choice $c=z^2/4$ gives critical damping when the updates are treated as continuous in time. The discrete condition becomes $2z+z^2/4<4$, or $(z+4)^2<32$. Together with $z>0$ this is $0<z<4(\sqrt2-1)\approx1.66$.

## The Lean file

```lean
import Mathlib

open Filter Topology

namespace DampedPopulationControl

noncomputable section

/-- One update of the pair `(x, s)`: the log population `x` relative to target grows by the
scaled shift error `s`, which is then corrected with damping `z` and restoring strength `c`. -/
def step (z c : ℝ) (p : ℝ × ℝ) : ℝ × ℝ :=
  (p.1 + p.2, (1 - z) * p.2 - c * (p.1 + p.2))

/-- Population control is stable if log population and shift error both tend to zero
from every real start. -/
def IsStable (z c : ℝ) : Prop :=
  ∀ p : ℝ × ℝ, Tendsto (fun n : ℕ => (step z c)^[n] p) atTop (𝓝 ((0 : ℝ), (0 : ℝ)))

/-- A quadratic energy of the deviation from target. -/
def energy (z c : ℝ) (p : ℝ × ℝ) : ℝ :=
  c * (2 * p.1 + p.2) ^ 2 + (4 - 2 * z - c) * p.2 ^ 2

/-- The combination of log population and shift error whose square, times `2 z`, is the drop in
`energy` in one update. -/
def lossAmplitude (z c : ℝ) (p : ℝ × ℝ) : ℝ :=
  c * p.1 - (2 - z - c) * p.2

/-- Energy balance: one update lowers the energy by `2 z` times the squared loss amplitude. -/
theorem energy_balance (z c : ℝ) (p : ℝ × ℝ) :
    energy z c p - energy z c (step z c p) = 2 * z * lossAmplitude z c p ^ 2 := by
  simp only [energy, step, lossAmplitude]
  ring

/-- If `z > 0`, `c > 0` and `2 z + c < 4`, then log population and shift error tend to zero
from every start. -/
theorem isStable_of_bounds {z c : ℝ} (hz : 0 < z) (hc : 0 < c) (h : 2 * z + c < 4) :
    IsStable z c := by
  intro p
  have hk : 0 < 4 - 2 * z - c := by linarith
  let u : ℕ → ℝ × ℝ := fun n => (step z c)^[n] p
  have hu : ∀ n, u (n + 1) = step z c (u n) := fun n =>
    Function.iterate_succ_apply' _ _ _
  have hbal : ∀ n, energy z c (u n) - energy z c (u (n + 1))
      = 2 * z * lossAmplitude z c (u n) ^ 2 := by
    intro n
    rw [hu, energy_balance]
  -- the energy decreases and is bounded below, hence converges
  have hanti : Antitone (fun n => energy z c (u n)) := by
    apply antitone_nat_of_succ_le
    intro n
    have h1 : 0 ≤ 2 * z * lossAmplitude z c (u n) ^ 2 := by positivity
    linarith [hbal n]
  have hbdd : BddBelow (Set.range (fun n => energy z c (u n))) := by
    refine ⟨0, ?_⟩
    rintro _ ⟨n, rfl⟩
    exact add_nonneg (mul_nonneg hc.le (sq_nonneg _)) (mul_nonneg hk.le (sq_nonneg _))
  have hE := tendsto_atTop_ciInf hanti hbdd
  have hdiff := (hE.sub (hE.comp (tendsto_add_atTop_nat 1))).div_const (2 * z)
  rw [sub_self, zero_div] at hdiff
  -- so the loss amplitude dies out
  have hsq : Tendsto (fun n => lossAmplitude z c (u n) ^ 2) atTop (𝓝 0) := by
    refine hdiff.congr fun n => ?_
    change (energy z c (u n) - energy z c (u (n + 1))) / (2 * z) = _
    rw [hbal n]
    field_simp
  have hw : Tendsto (fun n => lossAmplitude z c (u n)) atTop (𝓝 0) := by
    rw [tendsto_zero_iff_abs_tendsto_zero]
    have h2 := hsq.sqrt
    simp only [Real.sqrt_sq_eq_abs, Real.sqrt_zero] at h2
    exact h2
  have hw' : Tendsto (fun n => lossAmplitude z c (u (n + 1))) atTop (𝓝 0) :=
    hw.comp (tendsto_add_atTop_nat 1)
  -- two successive amplitudes determine the state
  have hne : c * (4 - 2 * z - c) ≠ 0 := (mul_pos hc hk).ne'
  have hx : Tendsto (fun n => (u n).1) atTop (𝓝 0) := by
    have h3 := ((hw.const_mul (c * (3 - z - c) - (2 - z - c) * (1 - z))).add
      (hw'.const_mul (2 - z - c))).div_const (c * (4 - 2 * z - c))
    rw [mul_zero, mul_zero, add_zero, zero_div] at h3
    refine h3.congr fun n => ?_
    rw [div_eq_iff hne, hu]
    simp only [lossAmplitude, step]
    ring
  have hs : Tendsto (fun n => (u n).2) atTop (𝓝 0) := by
    have h3 := ((hw'.const_mul c).sub
      (hw.const_mul (c * (3 - z - c)))).div_const (c * (4 - 2 * z - c))
    rw [mul_zero, mul_zero, sub_zero, zero_div] at h3
    refine h3.congr fun n => ?_
    rw [div_eq_iff hne, hu]
    simp only [lossAmplitude, step]
    ring
  exact hx.prodMk_nhds hs

/-- The signed area spanned by two trajectories is multiplied by `1 - z` in every update. -/
theorem area_iterate (z c : ℝ) (p q : ℝ × ℝ) (n : ℕ) :
    ((step z c)^[n] p).1 * ((step z c)^[n] q).2 - ((step z c)^[n] p).2 * ((step z c)^[n] q).1
      = (1 - z) ^ n * (p.1 * q.2 - p.2 * q.1) := by
  induction n with
  | zero => simp
  | succ n ih =>
    rw [Function.iterate_succ_apply', Function.iterate_succ_apply']
    simp only [step] at ih ⊢
    linear_combination (1 - z) * ih

/-- Each real root `r` of the characteristic equation gives a geometric mode, in which log
population and shift error are both multiplied by `r` in every update. -/
theorem mode_iterate {z c r : ℝ} (hr : r ^ 2 - (2 - z - c) * r + (1 - z) = 0) (n : ℕ) :
    (step z c)^[n] (1, r - 1) = (r ^ n, r ^ n * (r - 1)) := by
  induction n with
  | zero => simp
  | succ n ih =>
    rw [Function.iterate_succ_apply', ih]
    simp only [step, Prod.mk.injEq]
    constructor
    · ring
    · linear_combination (-(r ^ n)) * hr

/-- Under stable control every real root of the characteristic equation has modulus
below one. -/
theorem IsStable.abs_root_lt_one {z c r : ℝ} (h : IsStable z c)
    (hr : r ^ 2 - (2 - z - c) * r + (1 - z) = 0) : |r| < 1 := by
  by_contra hcon
  have hge : 1 ≤ |r| := not_lt.mp hcon
  have h1 : Tendsto (fun n : ℕ => r ^ n) atTop (𝓝 0) := by
    refine ((continuous_fst.tendsto _).comp (h (1, r - 1))).congr fun n => ?_
    simp only [Function.comp_apply, mode_iterate hr]
  have h2 : (1 : ℝ) ≤ |0| := ge_of_tendsto' h1.abs fun n => by
    rw [abs_pow]
    exact one_le_pow₀ hge
  norm_num at h2

/-- Under damped population control, log population and shift error tend to zero from every real
start if and only if `z > 0`, `c > 0` and `2 z + c < 4`. -/
theorem isStable_iff (z c : ℝ) : IsStable z c ↔ 0 < z ∧ 0 < c ∧ 2 * z + c < 4 := by
  refine ⟨fun h => ⟨?_, ?_, ?_⟩, fun h => isStable_of_bounds h.1 h.2.1 h.2.2⟩
  · -- without damping, areas in the `(x, s)` plane do not shrink
    by_contra hz
    have hx := fun p => (continuous_fst.tendsto _).comp (h p)
    have hs := fun p => (continuous_snd.tendsto _).comp (h p)
    have hA := ((hx (1, 0)).mul (hs (0, 1))).sub ((hs (1, 0)).mul (hx (0, 1)))
    have h1 : (1 : ℝ) ≤ 0 * 0 - 0 * 0 := ge_of_tendsto' hA fun n => by
      have h2 := area_iterate z c (1, 0) (0, 1) n
      have h3 : 1 ≤ (1 - z) ^ n := one_le_pow₀ (by linarith)
      simp only [Function.comp_apply]
      norm_num at h2
      linarith
    norm_num at h1
  · -- without restoring force there is a root `r ≥ 1`
    by_contra hc
    have hd : (z + c) ^ 2 ≤ (z + c) ^ 2 - 4 * c := by linarith
    have hq := Real.sq_sqrt ((sq_nonneg (z + c)).trans hd)
    have hle := (le_abs_self _).trans (Real.abs_le_sqrt hd)
    have hr := h.abs_root_lt_one (r := (2 - z - c + √((z + c) ^ 2 - 4 * c)) / 2)
      (by linear_combination (1 / 4) * hq)
    linarith [(abs_lt.mp hr).2]
  · -- with too strong a correction there is a root `r ≤ -1`
    by_contra hc
    have hd : (4 - z - c) ^ 2 ≤ (z + c) ^ 2 - 4 * c := by nlinarith
    have hq := Real.sq_sqrt ((sq_nonneg (4 - z - c)).trans hd)
    have hle := (le_abs_self _).trans (Real.abs_le_sqrt hd)
    have hr := h.abs_root_lt_one (r := (2 - z - c - √((z + c) ^ 2 - 4 * c)) / 2)
      (by linear_combination (1 / 4) * hq)
    linarith [(abs_lt.mp hr).1]

/-- With the restoring strength tied to the damping by `c = z² / 4`, control is stable if and
only if `0 < z < 4 (√2 - 1)`. -/
theorem isStable_quarter_sq_iff (z : ℝ) :
    IsStable z (z ^ 2 / 4) ↔ 0 < z ∧ z < 4 * (√2 - 1) := by
  have h2 : √2 ^ 2 = (2 : ℝ) := Real.sq_sqrt (by norm_num)
  have h0 : 0 ≤ √2 := Real.sqrt_nonneg 2
  rw [isStable_iff]
  constructor
  · rintro ⟨hz, -, h⟩
    refine ⟨hz, ?_⟩
    by_contra hcon
    have h3 : 4 * √2 ≤ z + 4 := by linarith
    have h4 := mul_self_le_mul_self (by positivity) h3
    nlinarith
  · rintro ⟨hz, h⟩
    refine ⟨hz, by positivity, ?_⟩
    have h3 : z + 4 < 4 * √2 := by linarith
    have h4 := mul_self_lt_mul_self (by positivity) h3
    nlinarith

end

end DampedPopulationControl
```

```lean
#print axioms DampedPopulationControl.isStable_iff
#print axioms DampedPopulationControl.isStable_quarter_sq_iff
```

```
'DampedPopulationControl.isStable_iff' depends on axioms: [propext, Classical.choice, Quot.sound]
'DampedPopulationControl.isStable_quarter_sq_iff' depends on axioms: [propext, Classical.choice, Quot.sound]
```

## From the algebra to the Lean proof

`energy_balance` is the identity $V-V'=2zw^2$, with `lossAmplitude` for $w$; `ring` checks it after the definitions are unfolded.

`isStable_of_bounds` applies it along a trajectory `u`. The facts `hanti` and `hbdd` say that $V$ is non-increasing and bounded below, and `tendsto_atTop_ciInf` turns them into convergence. Subtracting the shifted sequence and dividing by $2z$ gives $w_n^2\to0$; a square root gives $w_n\to0$. The blocks `hx` and `hs` recover the state over the common denominator $ck$.

`area_iterate` and `mode_iterate` prove the area law and the geometric modes by induction on $n$. In `IsStable.abs_root_lt_one`, a root with $|r|\ge1$ would keep $|r^n|\ge1$, although stability sends $r^n$ to zero.

`isStable_iff` combines the two directions. Each necessary bound is proved by contradiction: the first uses areas, the other two insert the explicit quadratic roots. There `Real.abs_le_sqrt` supplies the estimate for $\sqrt D$, and `linear_combination` confirms that the inserted number is a root.

`isStable_quarter_sq_iff` substitutes $c=z^2/4$ and compares the squares of $z+4$ and $4\sqrt2$.
